# The smallest attainable largest step of a free-energy ladder with pinned levels

When a screening calculation has produced the free energies of some intermediates of an electrochemical oxidation but not of the others, the known levels already limit how low the limiting potential can be. This limit can be evaluated before the remaining intermediates are computed, and a candidate whose limit is too high can be set aside. The limit is also sharp, provided that each unknown level may take any real value independently of the others.

## Levels, pins and steps

Consider an oxidation that proceeds through \(n\) one-electron steps. Let \(g_i\) be the free energy at position \(i = 0, \dots, n\), taken at zero applied potential. A potential \(U\) lowers every step \(g_{i+1}-g_i\) by \(eU\), where \(e\) is the elementary charge. No step is uphill once \(eU\) is at least the largest step, so the largest step divided by \(e\) is the thermodynamic limiting potential. The problem is to choose the unknown levels so that the largest step is as small as possible.

The known levels are called pins. They sit at a finite set \(P\) of positions and have values \(h_p\); the letter \(h\) is an energy here, not Planck's constant. In Lean a profile is a function `g : ℕ → ℝ`, of which only the values at \(0,\dots,n\) matter, and `h` is read only on `P`.

```lean
import Mathlib

open Finset

namespace PinnedLadder

noncomputable section
```

The condition that a profile agrees with the known levels is `IsPinned`.

```lean
/-- The profile `g` takes the prescribed level `h p` at every pinned position `p` in `P`. -/
def IsPinned (P : Finset ℕ) (h g : ℕ → ℝ) : Prop := ∀ p ∈ P, g p = h p
```

The largest step is a maximum over the \(n\) steps. Steps are signed, so a ladder that runs downhill throughout has a negative largest step.

```lean
/-- The largest of the `n` consecutive steps of a profile on positions `0, ..., n`,
for `n` positive. -/
def largestStep (n : ℕ) (hn : 0 < n) (g : ℕ → ℝ) : ℝ :=
  (range n).sup' (Finset.nonempty_range_iff.2 hn.ne') fun i => g (i + 1) - g i
```

The pins are compared in pairs, ordered by position.

```lean
/-- The pairs of pinned positions `(p, q)` with `p < q`. -/
def pinPairs (P : Finset ℕ) : Finset (ℕ × ℕ) :=
  (P ×ˢ P).filter fun x => x.1 < x.2
```

For such a pair the mean slope is the rise divided by the number of steps between the two positions. It is an energy per step.

```lean
/-- The largest mean slope `(h q - h p) / (q - p)` over pinned positions `p < q`,
for a set of pins that has at least one such pair. -/
def largestMeanSlope (P : Finset ℕ) (hne : (pinPairs P).Nonempty) (h : ℕ → ℝ) : ℝ :=
  (pinPairs P).sup' hne fun x => (h x.2 - h x.1) / ((x.2 : ℝ) - x.1)
```

One trial profile is needed later. For a real number \(M\), an allowed rise per step, define
\[ c_i = \min_{p\in P,\; p\le i}\bigl[h_p + M(i-p)\bigr]. \]
The minimum exists because position \(0\) is pinned.

```lean
/-- The trial profile for an allowed rise of at most `M` per step: at position `i`, the minimum of
`h p + M (i - p)` over the pins `p ≤ i`. Position `0` is pinned. -/
def ceilingProfile (P : Finset ℕ) (h0 : 0 ∈ P) (h : ℕ → ℝ) (M : ℝ) (i : ℕ) : ℝ :=
  (P.filter fun p => p ≤ i).inf' ⟨0, mem_filter.2 ⟨h0, Nat.zero_le i⟩⟩
    fun p => h p + M * ((i : ℝ) - p)
```

The model ignores activation barriers and any effect of the potential on the steps beyond the shift by \(eU\). Up to part (g) the free levels vary independently; in part (h) the gap between two of them is fixed. What its hypotheses leave open is whether a real material has the levels that the optimum asks for. Within this thermodynamic model, the results bear on how adsorption free energies from electronic-structure calculations are used to rank catalysts.

## (a) A pair of pins to compare

**Task.** Let \(n\ge 1\) and let positions \(0\) and \(n\) be pinned. Show that
\[ \{(p,q)\in P\times P : p<q\}\neq\emptyset . \]

**Solution.** The pair \((0,n)\) belongs to the set, since both positions are in \(P\) and \(0<n\). The Lean proof supplies this pair, and the lemma later guarantees that the largest mean slope is a maximum over a nonempty set.

```lean
/-- If positions `0` and `n` are pinned and `n` is positive, there is a pair of distinct pins. -/
theorem pinPairs_nonempty {P : Finset ℕ} {n : ℕ} (hn : 0 < n) (h0 : 0 ∈ P) (hnP : n ∈ P) :
    (pinPairs P).Nonempty :=
  ⟨(0, n), mem_filter.2 ⟨mem_product.2 ⟨h0, hnP⟩, hn⟩⟩
```

## (b) Bounding the largest step

**Task.** For \(n\ge1\) and real \(M\), show that
\[ \max_{0\le i<n}(g_{i+1}-g_i)\le M \iff g_{i+1}-g_i\le M \text{ for all } i<n . \]

**Solution.** Each step is at most the maximum, which gives the forward direction. The maximum is itself one of the steps, which gives the converse. In Lean this is `Finset.sup'_le_iff`, followed by a translation between `i ∈ range n` and `i < n`.

```lean
/-- The largest step is at most `M` exactly when every step is at most `M`. -/
theorem largestStep_le_iff {n : ℕ} (hn : 0 < n) (g : ℕ → ℝ) (M : ℝ) :
    largestStep n hn g ≤ M ↔ ∀ i < n, g (i + 1) - g i ≤ M := by
  unfold largestStep
  rw [Finset.sup'_le_iff]
  exact ⟨fun H i hi => H i (mem_range.2 hi), fun H i hi => H i (mem_range.1 hi)⟩
```

## (c) Bounding the largest mean slope

**Task.** Suppose that there is at least one pair of pins. Show that
\[ \max_{p<q}\frac{h_q-h_p}{q-p}\le M \iff \frac{h_q-h_p}{q-p}\le M \text{ for all } p<q \text{ in } P . \]

**Solution.** The argument of (b) applies, with pairs of pins in place of steps. The two halves of the Lean proof pack two pins into a pair and unpack a pair into two pins.

```lean
/-- The largest mean slope is at most `M` exactly when the mean slope between any two pins is. -/
theorem largestMeanSlope_le_iff {P : Finset ℕ} (hne : (pinPairs P).Nonempty) (h : ℕ → ℝ)
    (M : ℝ) : largestMeanSlope P hne h ≤ M ↔
      ∀ p ∈ P, ∀ q ∈ P, p < q → (h q - h p) / ((q : ℝ) - p) ≤ M := by
  unfold largestMeanSlope
  rw [Finset.sup'_le_iff]
  constructor
  · intro H p hp q hq hpq
    exact H (p, q) (mem_filter.2 ⟨mem_product.2 ⟨hp, hq⟩, hpq⟩)
  · intro H x hx
    obtain ⟨hx1, hx2⟩ := mem_filter.1 hx
    exact H _ (mem_product.1 hx1).1 _ (mem_product.1 hx1).2 hx2
```

## (d) How far a profile can rise

**Task.** Suppose that no step of \(g\) exceeds \(M\). Show that for \(p\le q\le n\)
\[ g_q-g_p\le M(q-p). \]

**Solution.** The rise is the sum of the steps in between:
\[ g_q-g_p=\sum_{i=p}^{q-1}(g_{i+1}-g_i)\le\sum_{i=p}^{q-1}M=M(q-p). \]
For \(p=q\) both sides are zero. Lean builds the sum one term at a time, by induction on \(q\) starting from \(p\). In the `succ` case, `h1` is the bound up to position \(k\), `h2` is the bound on the next step, and `linarith` adds them.

```lean
/-- If no step exceeds `M`, the level rises by at most `M (q - p)` from position `p` to a
later position `q`. -/
theorem rise_le {n : ℕ} {g : ℕ → ℝ} {M : ℝ} (hs : ∀ i < n, g (i + 1) - g i ≤ M)
    {p q : ℕ} (hpq : p ≤ q) (hq : q ≤ n) : g q - g p ≤ M * ((q : ℝ) - p) := by
  induction q, hpq using Nat.le_induction with
  | base => simp
  | succ k hk ih =>
    have h1 := ih (by omega)
    have h2 := hs k (by omega)
    push_cast
    linarith
```

## (e) A stretch without slack

**Task.** Suppose again that no step exceeds \(M\), and that the rise between two positions \(p<q\le n\) is the full \(M(q-p)\). Show that for every \(i\) with \(p\le i<q\)
\[ g_{i+1}-g_i=M. \]

**Solution.** By (d), the rise before the step is at most \(M(i-p)\) and the rise after it is at most \(M(q-i-1)\). Therefore
\[ g_{i+1}-g_i\ \ge\ M(q-p)-M(i-p)-M(q-i-1)=M. \]
The opposite inequality is assumed. In Lean, `h1` and `h2` are the two uses of (d), `h3` is the assumed bound, and `le_antisymm` combines the two inequalities.

```lean
/-- If no step exceeds `M` and the rise from `p` to `q` is the full `M (q - p)`, then every
step between `p` and `q` equals `M`. -/
theorem step_eq_of_tight {n : ℕ} {g : ℕ → ℝ} {M : ℝ} (hs : ∀ i < n, g (i + 1) - g i ≤ M)
    {p q i : ℕ} (hpi : p ≤ i) (hiq : i < q) (hq : q ≤ n)
    (tight : g q - g p = M * ((q : ℝ) - p)) : g (i + 1) - g i = M := by
  -- the rises before and after the step leave it no slack
  have h1 := rise_le hs hpi (by omega)
  have h2 := rise_le hs (Nat.succ_le_of_lt hiq) hq
  have h3 := hs i (by omega)
  push_cast at h2
  apply le_antisymm h3
  linarith
```

## (f) Which potentials can suffice

**Task.** Let position \(0\) be pinned and let all pins lie in \(0,\dots,n\). Show that a profile through the pins with no step above \(M\) exists if and only if
\[ \frac{h_q-h_p}{q-p}\le M\quad\text{for all } p<q \text{ in } P . \]
With \(M=eU\), this decides whether the free levels can be chosen so that no step is uphill at potential \(U\).

**Solution.** Suppose that such a profile \(g\) exists. It agrees with \(h\) at the pins, so (d) gives \(h_q-h_p=g_q-g_p\le M(q-p)\). Division by \(q-p>0\) gives the condition.

Conversely, suppose that the condition holds and take the trial profile \(c\) defined above.

It meets every pin \(q\). The candidate \(p=q\) in the minimum has the value \(h_q\), so \(c_q\le h_q\). Every other candidate has \(p<q\), and the condition gives \(h_p+M(q-p)\ge h_q\), so \(c_q\ge h_q\).

It also never climbs by more than \(M\). Each pin \(p\le i\) is still available at position \(i+1\), so
\[ c_{i+1}\le h_p+M(i+1-p)=\bigl[h_p+M(i-p)\bigr]+M . \]
Taking the minimum over \(p\) on the right gives \(c_{i+1}\le c_i+M\).

The restriction \(p\le i\) in the definition of \(c\) is easily forgotten. Take pins at \(0\) and \(1\), both at level zero, and \(M=1\). A minimum over all pins would then give \(-1\) at position \(0\) and miss the pin there.

In the Lean proof, `div_le_iff₀` converts between a mean slope and a rise. `Finset.inf'_le` says that the minimum is at most any candidate, and `Finset.le_inf'` says that a number below all candidates is below the minimum. The inequality for consecutive positions is `key`.

```lean
/-- With position `0` pinned and all pins in `0, ..., n`, a profile through the pins with no
step above `M` exists exactly when no mean slope between two pins exceeds `M`. -/
theorem attainable_iff {P : Finset ℕ} {n : ℕ} (h0 : 0 ∈ P) (hP : ∀ p ∈ P, p ≤ n)
    (h : ℕ → ℝ) (M : ℝ) :
    (∃ g, IsPinned P h g ∧ ∀ i < n, g (i + 1) - g i ≤ M) ↔
      ∀ p ∈ P, ∀ q ∈ P, p < q → (h q - h p) / ((q : ℝ) - p) ≤ M := by
  have hpos : ∀ p q : ℕ, p < q → (0 : ℝ) < (q : ℝ) - p :=
    fun p q hpq => sub_pos.2 (by exact_mod_cast hpq)
  constructor
  · rintro ⟨g, hg, hs⟩ p hp q hq hpq
    rw [div_le_iff₀ (hpos p q hpq), ← hg p hp, ← hg q hq]
    exact rise_le hs hpq.le (hP q hq)
  · intro H
    refine ⟨ceilingProfile P h0 h M, ?_, ?_⟩
    · -- the ceiling profile meets every pin
      intro q hq
      unfold ceilingProfile
      apply le_antisymm
      · have hm : q ∈ P.filter fun p => p ≤ q := mem_filter.2 ⟨hq, le_rfl⟩
        have h1 : ceilingProfile P h0 h M q ≤ h q + M * ((q : ℝ) - q) :=
          Finset.inf'_le (fun p : ℕ => h p + M * ((q : ℝ) - p)) hm
        exact h1.trans (by simp)
      · apply Finset.le_inf'
        intro p hp
        have hpP : p ∈ P := (mem_filter.1 hp).1
        have hpq : p ≤ q := (mem_filter.1 hp).2
        show h q ≤ h p + M * ((q : ℝ) - p)
        rcases hpq.lt_or_eq with hlt | heq
        · have h1 := (div_le_iff₀ (hpos p q hlt)).1 (H p hpP q hq hlt)
          linarith
        · subst heq
          simp
    · -- a pin available at `i` is still available at `i + 1`, at a cost of `M`
      intro i _
      have key : ceilingProfile P h0 h M (i + 1) - M ≤ ceilingProfile P h0 h M i := by
        conv_rhs => unfold ceilingProfile
        apply Finset.le_inf'
        intro p hp
        have hpi : p ≤ i := (mem_filter.1 hp).2
        have h1 : ceilingProfile P h0 h M (i + 1) ≤ h p + M * (((i + 1 : ℕ) : ℝ) - p) :=
          Finset.inf'_le (fun p : ℕ => h p + M * (((i + 1 : ℕ) : ℝ) - p))
            (mem_filter.2 ⟨(mem_filter.1 hp).1, Nat.le_succ_of_le hpi⟩)
        push_cast at h1
        show _ ≤ h p + M * ((i : ℝ) - p)
        linarith
      linarith
```

## (g) The optimum

**Task.** Let \(n\ge1\), let positions \(0\) and \(n\) be pinned, and let all pins lie in \(0,\dots,n\). Show that the minimum over all profiles through the pins exists and that
\[ \min_{g\,:\,g=h\text{ on }P}\ \max_{0\le i<n}(g_{i+1}-g_i)=\max_{p<q\text{ in }P}\frac{h_q-h_p}{q-p}. \]

**Solution.** Call the right-hand side \(S\). Let \(g\) be any profile through the pins and let \(M\) be its largest step. By (f), every mean slope between pins is at most \(M\), so \(S\le M\). No profile does better than \(S\).

Now put \(M=S\) in (f). The condition holds, because no mean slope exceeds the largest one. Hence there is a profile through the pins whose steps are all at most \(S\). Its largest step is at most \(S\), and by the first half at least \(S\), so it equals \(S\).

As an example, take \(n=3\) with levels \(0\), \(1\) and \(4\) pinned at positions \(0\), \(1\) and \(3\). The mean slopes are \(1\), \(3/2\) and \(4/3\), so the optimum is \(3/2\). By (e), the free level at position \(2\) must then be \(5/2\).

If position \(0\) is the only pin, the minimum does not exist: for \(n=1\), lowering \(g_1\) makes the single step as negative as one likes. The example shows that a second pin is needed, though not that it must sit at \(n\).

In Lean the set in braces collects the largest steps of all profiles through the pins. `IsLeast` says that \(S\) belongs to this set and is a lower bound for it. The lower bound is `lower`, and `le_antisymm` gives the equality for the profile obtained from (f).

```lean
/-- Let the pins lie in `0, ..., n`, with `n` positive and both ends pinned. The smallest
attainable largest step is the largest mean slope between two pins. -/
theorem isLeast_largestStep {P : Finset ℕ} {n : ℕ} (hn : 0 < n) (h0 : 0 ∈ P) (hnP : n ∈ P)
    (hP : ∀ p ∈ P, p ≤ n) (h : ℕ → ℝ) :
    IsLeast {s | ∃ g, IsPinned P h g ∧ largestStep n hn g = s}
      (largestMeanSlope P (pinPairs_nonempty hn h0 hnP) h) := by
  -- no profile through the pins does better
  have lower : ∀ g, IsPinned P h g →
      largestMeanSlope P (pinPairs_nonempty hn h0 hnP) h ≤ largestStep n hn g :=
    fun g hg => (largestMeanSlope_le_iff _ h _).2
      ((attainable_iff h0 hP h _).1 ⟨g, hg, (largestStep_le_iff hn g _).1 le_rfl⟩)
  constructor
  · obtain ⟨g, hg, hs⟩ := (attainable_iff h0 hP h _).2
      ((largestMeanSlope_le_iff (pinPairs_nonempty hn h0 hnP) h _).1 le_rfl)
    exact ⟨g, hg, le_antisymm ((largestStep_le_iff hn g _).2 hs) (lower g hg)⟩
  · rintro s ⟨g, hg, rfl⟩
    exact lower g hg
```

## (h) Four steps with a scaling relation

**Task.** Four steps lead from level \(0\) to level \(E\). Of the three intermediates, only the gap \(g_3-g_1=d\) is fixed. Show that the smallest attainable largest step is
\[ \max\!\left(\frac d2,\ \frac{E-d}{2}\right). \]

In the four-step model of oxygen evolution, positions \(1\) and \(3\) stand for adsorbed OH and OOH. Both bind to the surface through one oxygen atom, so their free energies tend to shift together from one material to the next. The constant \(d\) idealises this trend as an exact relation. The level \(E\) is the free energy of the overall reaction at zero applied potential, which does not depend on the catalyst, and \(E/(4e)\) is the equilibrium potential of that reaction.

**Solution.** Part (g) does not apply directly, because a difference of levels is fixed and not the levels themselves. The two middle steps add up to \(d\), so the larger of them is at least \(d/2\). The two outer steps add up to \(E-d\), so the larger of them is at least \((E-d)/2\). Both bounds are met by the levels
\[ 0,\quad \frac{E-d}{2},\quad \frac E2,\quad \frac{E+d}{2},\quad E, \]
whose steps are \((E-d)/2,\ d/2,\ d/2,\ (E-d)/2\).

The four steps average \(E/4\), and the optimum equals this value only when \(d=E/2\). For any other gap, the scaling relation keeps the limiting potential of this model above \(E/(4e)\).

In Lean, `four` writes the bound on the largest step as four inequalities, with `interval_cases i` running through the positions. `lower` adds them in pairs, and the profile above is then entered explicitly.

```lean
/-- Four steps lead from level `0` to level `E`, and a scaling relation fixes only the gap `d`
between the first and third intermediates. The smallest attainable largest step is the larger
of `d / 2` and `(E - d) / 2`. -/
theorem isLeast_scaling_relation (E d : ℝ) :
    IsLeast {s | ∃ g : ℕ → ℝ, g 0 = 0 ∧ g 3 - g 1 = d ∧ g 4 = E ∧
      largestStep 4 (by norm_num) g = s} (max (d / 2) ((E - d) / 2)) := by
  have four : ∀ (g : ℕ → ℝ) (M : ℝ), largestStep 4 (by norm_num) g ≤ M ↔
      g 1 - g 0 ≤ M ∧ g 2 - g 1 ≤ M ∧ g 3 - g 2 ≤ M ∧ g 4 - g 3 ≤ M := by
    intro g M
    rw [largestStep_le_iff]
    constructor
    · intro H
      exact ⟨H 0 (by norm_num), H 1 (by norm_num), H 2 (by norm_num), H 3 (by norm_num)⟩
    · rintro ⟨a, b, c, e⟩ i hi
      interval_cases i
      exacts [a, b, c, e]
  have lower : ∀ g : ℕ → ℝ, g 0 = 0 → g 3 - g 1 = d → g 4 = E →
      max (d / 2) ((E - d) / 2) ≤ largestStep 4 (by norm_num) g := by
    intro g g0 gd g4
    obtain ⟨a, b, c, e⟩ := (four g _).1 le_rfl
    exact max_le (by linarith) (by linarith)
  constructor
  · -- place the intermediates symmetrically about `E / 2`
    obtain ⟨g, g0, g1, g2, g3, g4⟩ : ∃ g : ℕ → ℝ, g 0 = 0 ∧ g 1 = (E - d) / 2 ∧
        g 2 = E / 2 ∧ g 3 = (E + d) / 2 ∧ g 4 = E :=
      ⟨fun i => if i = 0 then 0 else if i = 1 then (E - d) / 2 else
        if i = 2 then E / 2 else if i = 3 then (E + d) / 2 else E, by simp⟩
    have gd : g 3 - g 1 = d := by rw [g3, g1]; ring
    have m1 := le_max_left (d / 2) ((E - d) / 2)
    have m2 := le_max_right (d / 2) ((E - d) / 2)
    refine ⟨g, g0, gd, g4, le_antisymm ((four g _).2 ?_) (lower g g0 gd g4)⟩
    exact ⟨by linarith, by linarith, by linarith, by linarith⟩
  · rintro s ⟨g, g0, gd, g4, rfl⟩
    exact lower g g0 gd g4

end

end PinnedLadder
```

```lean
#print axioms PinnedLadder.step_eq_of_tight
-- 'PinnedLadder.step_eq_of_tight' depends on axioms: [propext, Classical.choice, Quot.sound]
#print axioms PinnedLadder.isLeast_largestStep
-- 'PinnedLadder.isLeast_largestStep' depends on axioms: [propext, Classical.choice, Quot.sound]
#print axioms PinnedLadder.isLeast_scaling_relation
-- 'PinnedLadder.isLeast_scaling_relation' depends on axioms: [propext, Classical.choice, Quot.sound]
```
